# The (2p+1)-point central second difference is exact up to degree 2p+1, and each of its weights has a limit as p grows

## How can an undamped central weight balance damped neighbours?

In one dimension the kinetic-energy operator is $-\hbar^2/(2\mu)$ times the second derivative, with $\mu$ the mass of the particle. For the second derivative on a uniform grid I use a symmetric stencil with $p\ge1$ points on each side. At unit spacing its weights are

$$c_{\pm m}=\frac{2(-1)^{m+1}}{m^2}\,\frac{(p!)^2}{(p-m)!\,(p+m)!}\quad(1\le m\le p),\qquad c_0=-2\sum_{m=1}^p\frac1{m^2}.$$

The outer weights carry a factorial ratio, but the central one doesn't. A constant function must have zero second derivative, so all the weights have to cancel. How do they, and what does the stencil get right beyond constants?

## A recurrence in p balances the weights

The weights sum to zero, and for every spacing $h\ne0$ the stencil returns $P''(x)$ exactly, at every $x$, for every real polynomial $P$ of degree at most $2p+1$. As $p$ grows, $c_m\to2(-1)^{m+1}/m^2$ for each fixed $m\ge1$, and $c_0\to-\pi^2/3$. These limits are the second-derivative matrix elements of the sinc DVR (discrete variable representation) on an infinite grid of unit spacing, so the result links the two kinetic-energy discretisations weight by weight, in one dimension.

**Two recurrences.** Write $d_p(m)=(p!)^2/((p-m)!\,(p+m)!)$ for $0\le m\le p$, and $d_p(m)=0$ for $m>p$. Cancelling factorials gives

$$(p+m+1)\,d_p(m+1)=(p-m)\,d_p(m),$$
$$m^2d_{p+1}(m)=(p+1)^2\,[d_{p+1}(m)-d_p(m)].$$

**Moments.** Let $M_p(i)=\sum_{m=1}^p2(-1)^{m+1}d_p(m)\,m^{2i}$. With $T_m=(-1)^m(p-m)d_p(m)$, the first recurrence gives $T_{m-1}-T_m=2p(-1)^{m+1}d_p(m)$. Summing over $m$ gives $p\,M_p(0)=T_0-T_p=p$, so $M_p(0)=1$ for $p\ge1$. The second recurrence, summed with alternating signs, gives

$$M_{p+1}(i+1)=(p+1)^2\,[M_{p+1}(i)-M_p(i)].$$

For $i=0$ and $p\ge1$ the bracket is $1-1=0$. Induction on $i$ then gives $M_p(i)=0$ for $1\le i\le p-1$.

**The balance.** Dividing the second recurrence by $m^2(p+1)^2$ and summing with alternating signs shows that $S_p=\sum_{m=1}^pc_m$ obeys

$$S_{p+1}=S_p+\frac{M_{p+1}(0)}{(p+1)^2}=S_p+\frac1{(p+1)^2}.$$

Since $S_0=0$, we get $S_p=\sum_{k=1}^p1/k^2$ and $c_0+2S_p=0$. The factorials disappear in the sum.

**Exactness.** Expand $P(x+t)=\sum_{k\le2p+1}a_kt^k$, so that $P''(x)=2a_2$. The constant term gives zero by the balance, and odd powers cancel between $\pm m$. The power $t^{2i+2}$ gives $2M_p(i)\,h^{2i+2}/h^2$, which is $2$ for $i=0$ and $0$ for $1\le i\le p-1$. What remains is $2a_2$.

**The first failure.** We have $M_1(1)=1$ and $M_{p+1}(p+1)=-(p+1)^2M_p(p)$, hence $M_p(p)=(-1)^{p+1}(p!)^2$. At unit spacing, $t^{2p+2}$ therefore gives $2(-1)^{p+1}(p!)^2$ at the origin, where its second derivative is zero. For $p=1$ and $t^4$ the stencil gives $1-0+1=2$, so the degree bound $2p+1$ can't be raised to $2p+2$.

**The limits.** The first recurrence reads $d_p(m+1)=d_p(m)\left[1-\frac{2m+1}{p+m+1}\right]$. From $d_p(0)=1$, induction on $m$ gives $d_p(m)\to1$. The central limit follows from $\sum_{k\ge1}1/k^2=\pi^2/6$.

The convergence $d_p(m)\to1$ is not uniform in $m$: at the edge of the stencil, $d_p(p)=(p!)^2/(2p)!$ tends to zero. The weights themselves, taken as zero outside the stencil, do converge uniformly, because their error $2(1-d_p(m))/m^2$ is at most $2/m^2$ and so is small for all large $m$ at once.

## The same statements in Lean

`damping p m` is $d_p(m)$; the name has nothing to do with dissipation. `weight p m` is $c_m$ for natural $m$, and `secondDiff` encodes $c_{-m}=c_m$ by applying it to `f (x + m * h) + f (x - m * h)`, then divides by `h ^ 2`. `moment p i` is $M_p(i)$, which arises when the stencil is applied to the monomial $t^{2i+2}$.

`secondDiff_exact` takes a real polynomial `P` with `P.natDegree ≤ 2 * p + 1` and compares the stencil with the polynomial's second derivative evaluated at `x`. `secondDiff_sharp` is the failure at degree $2p+2$, and `weight_limit` holds both limits, with $m$ fixed. Wave functions are generally not polynomials: one way from here to an error estimate for smooth ones is to bound the Taylor remainder, which isn't done here, and a finite grid also needs a treatment of its ends.

```lean
import Mathlib

open Polynomial Filter Topology

namespace CentralStencil

noncomputable section

/-- The factor `(p!)² / ((p-m)! (p+m)!)` for a stencil of half-width `p`; it is zero for grid
points `m > p` outside the stencil. -/
def damping (p m : ℕ) : ℝ :=
  if m ≤ p then (p.factorial : ℝ) ^ 2 / ((p - m).factorial * (p + m).factorial) else 0

/-- The weight `c_m` of the two grid points at distance `m` from the centre, and for `m = 0` the
weight of the centre itself. -/
def weight (p m : ℕ) : ℝ :=
  if m = 0 then -2 * ∑ k ∈ Finset.Icc 1 p, 1 / (k : ℝ) ^ 2
  else 2 * (-1) ^ (m + 1) * damping p m / (m : ℝ) ^ 2

/-- The symmetric finite-difference second derivative of `f` at `x` with half-width `p` and grid
spacing `h ≠ 0`. -/
def secondDiff (p : ℕ) (h : ℝ) (f : ℝ → ℝ) (x : ℝ) : ℝ :=
  (weight p 0 * f x
    + ∑ m ∈ Finset.Icc 1 p, weight p m * (f (x + m * h) + f (x - m * h))) / h ^ 2

/-- The alternating moment of order `2i` of the damping factors. -/
def moment (p i : ℕ) : ℝ :=
  ∑ m ∈ Finset.Icc 1 p, 2 * (-1) ^ (m + 1) * damping p m * (m : ℝ) ^ (2 * i)

/-- Recurrence of the damping factor from one grid point to the next. -/
theorem damping_next_point (p m : ℕ) :
    damping p (m + 1) * (p + m + 1) = damping p m * (p - m) := by
  rcases lt_trichotomy m p with h | h | h
  · obtain ⟨k, rfl⟩ := Nat.exists_eq_add_of_lt h
    have h1 : m + 1 ≤ m + k + 1 := by omega
    have h2 : m ≤ m + k + 1 := by omega
    have e1 : m + k + 1 - (m + 1) = k := by omega
    have e2 : m + k + 1 - m = k + 1 := by omega
    have e3 : m + k + 1 + (m + 1) = (m + k + 1 + m) + 1 := by omega
    have a1 : (k.factorial : ℝ) ≠ 0 := by positivity
    have a2 : ((m + k + 1 + m).factorial : ℝ) ≠ 0 := by positivity
    simp only [damping, if_pos h1, if_pos h2]
    rw [e1, e2, e3, Nat.factorial_succ k, Nat.factorial_succ (m + k + 1 + m)]
    push_cast
    field_simp
    ring
  · subst h
    simp [damping]
  · have h1 : ¬ m ≤ p := by omega
    have h2 : ¬ m + 1 ≤ p := by omega
    simp only [damping, if_neg h1, if_neg h2, zero_mul]

/-- Recurrence of the damping factor when the stencil is widened by one point on each side. -/
theorem damping_widen (p m : ℕ) :
    damping (p + 1) m * (m : ℝ) ^ 2
      = ((p : ℝ) + 1) ^ 2 * (damping (p + 1) m - damping p m) := by
  rcases lt_trichotomy m (p + 1) with h | h | h
  · obtain ⟨k, rfl⟩ := Nat.exists_eq_add_of_le (Nat.lt_succ_iff.mp h)
    have h1 : m ≤ m + k + 1 := by omega
    have h2 : m ≤ m + k := by omega
    have e1 : m + k + 1 - m = k + 1 := by omega
    have e2 : m + k - m = k := by omega
    have e3 : m + k + 1 + m = (m + k + m) + 1 := by omega
    have a1 : (k.factorial : ℝ) ≠ 0 := by positivity
    have a2 : ((m + k + m).factorial : ℝ) ≠ 0 := by positivity
    simp only [damping, if_pos h1, if_pos h2]
    rw [e1, e2, e3, Nat.factorial_succ k, Nat.factorial_succ (m + k + m),
      Nat.factorial_succ (m + k)]
    push_cast
    field_simp
    ring
  · subst h
    have h0 : damping p (p + 1) = 0 := by simp [damping]
    rw [h0]
    push_cast
    ring
  · have h1 : ¬ m ≤ p := by omega
    have h2 : ¬ m ≤ p + 1 := by omega
    simp only [damping, if_neg h1, if_neg h2, zero_mul, sub_zero, mul_zero]

/-- For `p ≥ 1` the alternating moment of order zero equals one. -/
theorem moment_zero (p : ℕ) (hp : 1 ≤ p) : moment p 0 = 1 := by
  -- the partial sums telescope
  have key : ∀ n : ℕ, (p : ℝ) * ∑ m ∈ Finset.Icc 1 n, 2 * (-1) ^ (m + 1) * damping p m
      = p - (-1) ^ n * damping p n * (p - n) := by
    intro n
    induction n with
    | zero =>
      have a : (p.factorial : ℝ) ≠ 0 := by positivity
      have h0 : damping p 0 = 1 := by
        simp only [damping, Nat.zero_le, if_true, Nat.sub_zero, Nat.add_zero]
        field_simp
      simp [h0]
    | succ n ih =>
      rw [Finset.sum_Icc_succ_top (show 1 ≤ n + 1 by omega), mul_add, ih]
      push_cast
      linear_combination (-1) ^ n * damping_next_point p n
  have hp' : (p : ℝ) ≠ 0 := by
    have : p ≠ 0 := by omega
    exact_mod_cast this
  have h := key p
  rw [sub_self, mul_zero, sub_zero] at h
  simp only [moment, mul_zero, pow_zero, mul_one]
  exact mul_left_cancel₀ hp' (by rw [h, mul_one])

/-- Widening the stencil links each moment to the moments of the next lower even order. -/
theorem moment_widen (p i : ℕ) :
    moment (p + 1) (i + 1) = ((p : ℝ) + 1) ^ 2 * (moment (p + 1) i - moment p i) := by
  have h0 : damping p (p + 1) = 0 := by simp [damping]
  have h : moment p i = ∑ m ∈ Finset.Icc 1 (p + 1),
      2 * (-1) ^ (m + 1) * damping p m * (m : ℝ) ^ (2 * i) := by
    rw [Finset.sum_Icc_succ_top (show 1 ≤ p + 1 by omega), h0, mul_zero, zero_mul, add_zero,
      moment]
  rw [h]
  unfold moment
  rw [← Finset.sum_sub_distrib, Finset.mul_sum]
  refine Finset.sum_congr rfl fun m _ => ?_
  linear_combination 2 * (-1) ^ (m + 1) * (m : ℝ) ^ (2 * i) * damping_widen p m

/-- The moments of order `2, 4, …, 2p - 2` vanish. -/
theorem moment_vanish (i : ℕ) : ∀ p : ℕ, i + 1 < p → moment p (i + 1) = 0 := by
  induction i with
  | zero =>
    intro p hp
    obtain ⟨q, rfl⟩ : ∃ q, p = q + 1 := ⟨p - 1, by omega⟩
    rw [moment_widen, moment_zero _ (by omega), moment_zero _ (by omega), sub_self, mul_zero]
  | succ i ih =>
    intro p hp
    obtain ⟨q, rfl⟩ : ∃ q, p = q + 1 := ⟨p - 1, by omega⟩
    rw [moment_widen, ih _ (by omega), ih _ (by omega), sub_self, mul_zero]

/-- The weights of the whole stencil add up to zero. -/
theorem weight_sum (p : ℕ) : weight p 0 + 2 * ∑ m ∈ Finset.Icc 1 p, weight p m = 0 := by
  induction p with
  | zero => simp [weight]
  | succ p ih =>
    have hstep : ∀ m ∈ Finset.Icc 1 (p + 1), weight (p + 1) m = weight p m
        + 2 * (-1) ^ (m + 1) * damping (p + 1) m * (m : ℝ) ^ (2 * 0) / ((p : ℝ) + 1) ^ 2 := by
      intro m hm
      have h1 : m ≠ 0 := by have := (Finset.mem_Icc.mp hm).1; omega
      have h2 : (m : ℝ) ≠ 0 := by exact_mod_cast h1
      have h3 : (p : ℝ) + 1 ≠ 0 := by positivity
      have e : damping (p + 1) m / (m : ℝ) ^ 2
          = damping p m / (m : ℝ) ^ 2 + damping (p + 1) m / ((p : ℝ) + 1) ^ 2 := by
        field_simp
        linear_combination -damping_widen p m
      simp only [weight, if_neg h1, mul_zero, pow_zero, mul_one]
      linear_combination 2 * (-1) ^ (m + 1) * e
    have hM : ∑ m ∈ Finset.Icc 1 (p + 1),
        2 * (-1) ^ (m + 1) * damping (p + 1) m * (m : ℝ) ^ (2 * 0) = 1 :=
      moment_zero (p + 1) (by omega)
    have hw : weight p (p + 1) = 0 := by simp [weight, damping]
    have hs : ∑ m ∈ Finset.Icc 1 (p + 1), weight (p + 1) m
        = ∑ m ∈ Finset.Icc 1 p, weight p m + 1 / ((p : ℝ) + 1) ^ 2 := by
      rw [Finset.sum_congr rfl hstep, Finset.sum_add_distrib, ← Finset.sum_div, hM,
        Finset.sum_Icc_succ_top (show 1 ≤ p + 1 by omega), hw, add_zero]
    have h0 : weight (p + 1) 0 = weight p 0 - 2 / ((p : ℝ) + 1) ^ 2 := by
      simp only [weight, ↓reduceIte]
      rw [Finset.sum_Icc_succ_top (show 1 ≤ p + 1 by omega)]
      push_cast
      ring
    linear_combination ih + h0 + 2 * hs

/-- Applied to an even power `2(i+1)` at the origin, the off-centre weights give twice the
moment of order `2i`. -/
theorem weight_even_power (p i : ℕ) :
    ∑ m ∈ Finset.Icc 1 p, weight p m * ((m : ℝ) ^ (2 * (i + 1)) + (-(m : ℝ)) ^ (2 * (i + 1)))
      = 2 * moment p i := by
  rw [moment, Finset.mul_sum]
  refine Finset.sum_congr rfl fun m hm => ?_
  have h1 : m ≠ 0 := by have := (Finset.mem_Icc.mp hm).1; omega
  have h2 : (m : ℝ) ≠ 0 := by exact_mod_cast h1
  have e : (m : ℝ) ^ (2 * (i + 1)) = (m : ℝ) ^ 2 * (m : ℝ) ^ (2 * i) := by ring
  have c : 2 * (-1) ^ (m + 1) * damping p m / (m : ℝ) ^ 2 * (m : ℝ) ^ 2
      = 2 * (-1) ^ (m + 1) * damping p m := div_mul_cancel₀ _ (pow_ne_zero 2 h2)
  rw [Even.neg_pow (even_two_mul _), weight, if_neg h1, e]
  linear_combination 2 * (m : ℝ) ^ (2 * i) * c

/-- For `p ≥ 1` and spacing `h ≠ 0` the stencil gives the exact second derivative, at every
point, of every real polynomial of degree at most `2p + 1`. -/
theorem secondDiff_exact (p : ℕ) (hp : 1 ≤ p) (h : ℝ) (hh : h ≠ 0) (P : ℝ[X])
    (hP : P.natDegree ≤ 2 * p + 1) (x : ℝ) :
    secondDiff p h (fun t => P.eval t) x = (derivative (derivative P)).eval x := by
  -- the stencil on monomials
  have mono : ∀ k ≤ 2 * p + 1, weight p 0 * 0 ^ k
      + ∑ m ∈ Finset.Icc 1 p, weight p m * ((m : ℝ) ^ k + (-(m : ℝ)) ^ k)
      = if k = 2 then 2 else 0 := by
    intro k hk
    obtain ⟨j, rfl | rfl⟩ := Nat.even_or_odd' k
    · rcases j with _ | _ | i
      · have hs := weight_sum p
        simp only [mul_zero, pow_zero, mul_one, ← Finset.sum_mul]
        norm_num
        linear_combination hs
      · rw [weight_even_power, moment_zero p hp]
        norm_num
      · rw [weight_even_power, moment_vanish i p (by omega), zero_pow (by omega),
          if_neg (by omega)]
        ring
    · have ho : Odd (2 * j + 1) := ⟨j, rfl⟩
      rw [if_neg (by omega), zero_pow (by omega)]
      simp [ho.neg_pow]
  -- expansion of the polynomial about x
  obtain ⟨Q, hQ⟩ : ∃ Q : ℝ[X], Q = P.comp (X + C x) := ⟨_, rfl⟩
  have hdeg : Q.natDegree < 2 * p + 2 := by
    rw [hQ, natDegree_comp, natDegree_X_add_C]
    omega
  have hev : ∀ t : ℝ, P.eval (x + t) = ∑ k ∈ Finset.range (2 * p + 2), Q.coeff k * t ^ k := by
    intro t
    rw [← eval_eq_sum_range' hdeg t, hQ, eval_comp]
    simp [add_comm]
  have hQ2 : Q.coeff 2 * 2 = (derivative (derivative P)).eval x := by
    have h1 : derivative (derivative Q) = (derivative (derivative P)).comp (X + C x) := by
      simp [hQ, derivative_comp]
    have h2 : (derivative (derivative Q)).coeff 0 = Q.coeff 2 * 2 := by
      rw [coeff_derivative, coeff_derivative]
      norm_num
    rw [← h2, h1, coeff_zero_eq_eval_zero, eval_comp]
    simp
  have h0 : weight p 0 * P.eval x
      = ∑ k ∈ Finset.range (2 * p + 2), Q.coeff k * h ^ k * (weight p 0 * 0 ^ k) := by
    have hx := hev 0
    rw [add_zero] at hx
    rw [hx, Finset.mul_sum]
    refine Finset.sum_congr rfl fun k _ => ?_
    rcases k with _ | k <;> simp [mul_comm]
  have hm : ∀ m : ℕ, weight p m * (P.eval (x + m * h) + P.eval (x - m * h))
      = ∑ k ∈ Finset.range (2 * p + 2),
        Q.coeff k * h ^ k * (weight p m * ((m : ℝ) ^ k + (-(m : ℝ)) ^ k)) := by
    intro m
    rw [sub_eq_add_neg, hev, hev, ← Finset.sum_add_distrib, Finset.mul_sum]
    refine Finset.sum_congr rfl fun k _ => ?_
    rw [← neg_mul, mul_pow, mul_pow]
    ring
  -- only the quadratic term survives
  rw [secondDiff, div_eq_iff (pow_ne_zero 2 hh), h0, Finset.sum_congr rfl (fun m _ => hm m),
    Finset.sum_comm, ← Finset.sum_add_distrib, Finset.sum_eq_single 2]
  · rw [← Finset.mul_sum, ← mul_add, mono 2 (by omega), if_pos rfl, ← hQ2]
    ring
  · intro k hk hk2
    have hk' := Finset.mem_range.mp hk
    rw [← Finset.mul_sum, ← mul_add, mono k (by omega), if_neg hk2, mul_zero]
  · intro hk
    exact absurd (Finset.mem_range.mpr (by omega)) hk

/-- For `p ≥ 1` the unit-spacing stencil applied to `t^(2p+2)` at the origin gives
`2 (-1)^(p+1) (p!)²`, whereas the second derivative there is zero. -/
theorem secondDiff_sharp (p : ℕ) (hp : 1 ≤ p) :
    secondDiff p 1 (fun t => t ^ (2 * (p + 1))) 0 = 2 * (-1) ^ (p + 1) * (p.factorial : ℝ) ^ 2
      ∧ (derivative (derivative (X ^ (2 * (p + 1)) : ℝ[X]))).eval 0 = 0 := by
  have top : ∀ q : ℕ, moment (q + 1) (q + 1) = (-1) ^ q * ((q + 1).factorial : ℝ) ^ 2 := by
    intro q
    induction q with
    | zero =>
      rw [moment_widen, moment_zero _ (by omega)]
      simp [moment]
    | succ q ih =>
      rw [moment_widen, moment_vanish q _ (by omega), ih, Nat.factorial_succ (q + 1)]
      push_cast
      ring
  constructor
  · simp only [secondDiff, zero_add, zero_sub, mul_one, one_pow, div_one]
    rw [zero_pow (by omega), mul_zero, zero_add, weight_even_power]
    obtain ⟨q, rfl⟩ : ∃ q, p = q + 1 := ⟨p - 1, by omega⟩
    rw [top]
    ring
  · have h1 : 2 * (p + 1) - 1 - 1 ≠ 0 := by omega
    simp [derivative_X_pow, h1]

/-- As the stencil widens, the weight at fixed distance `m ≥ 1` tends to `2 (-1)^(m+1) / m²`,
and the central weight tends to `-π²/3`. -/
theorem weight_limit :
    (∀ m : ℕ, 1 ≤ m →
      Tendsto (fun p => weight p m) atTop (𝓝 (2 * (-1) ^ (m + 1) / (m : ℝ) ^ 2)))
    ∧ Tendsto (fun p => weight p 0) atTop (𝓝 (-(Real.pi ^ 2 / 3))) := by
  constructor
  · -- the damping factor tends to one at every fixed grid point
    have hd : ∀ m : ℕ, Tendsto (fun p => damping p m) atTop (𝓝 1) := by
      intro m
      induction m with
      | zero =>
        refine tendsto_const_nhds.congr fun p => ?_
        have a : (p.factorial : ℝ) ≠ 0 := by positivity
        simp only [damping, Nat.zero_le, if_true, Nat.sub_zero, Nat.add_zero]
        field_simp
      | succ m ih =>
        have t : Tendsto (fun p : ℕ => (2 * (m : ℝ) + 1) / ((p : ℝ) + (m + 1))) atTop (𝓝 0) :=
          tendsto_const_nhds.div_atTop
            (tendsto_atTop_add_const_right _ _ tendsto_natCast_atTop_atTop)
        have l := ih.mul (t.const_sub 1)
        rw [sub_zero, mul_one] at l
        refine l.congr fun p => ?_
        have a : (p : ℝ) + (m + 1) ≠ 0 := by positivity
        field_simp
        linear_combination -damping_next_point p m
    intro m hm
    have h1 : m ≠ 0 := by omega
    have l := ((hd m).const_mul (2 * (-1) ^ (m + 1))).div_const ((m : ℝ) ^ 2)
    simpa only [weight, if_neg h1, mul_one] using l
  · -- the central weight is a partial sum of inverse squares
    have hs : ∀ p : ℕ, weight p 0 = -2 * ∑ k ∈ Finset.range (p + 1), 1 / (k : ℝ) ^ 2 := by
      intro p
      induction p with
      | zero => simp [weight]
      | succ n ih =>
        rw [Finset.sum_range_succ, mul_add, ← ih]
        simp only [weight, ↓reduceIte]
        rw [Finset.sum_Icc_succ_top (show 1 ≤ n + 1 by omega)]
        ring
    have l := (hasSum_zeta_two.tendsto_sum_nat.comp (tendsto_add_atTop_nat 1)).const_mul (-2)
    have e : -(Real.pi ^ 2 / 3) = -2 * (Real.pi ^ 2 / 6) := by ring
    rw [e]
    exact l.congr fun p => (hs p).symm

end

end CentralStencil
```

```lean
#print axioms CentralStencil.secondDiff_exact
-- 'CentralStencil.secondDiff_exact' depends on axioms: [propext, Classical.choice, Quot.sound]
#print axioms CentralStencil.secondDiff_sharp
-- 'CentralStencil.secondDiff_sharp' depends on axioms: [propext, Classical.choice, Quot.sound]
#print axioms CentralStencil.weight_limit
-- 'CentralStencil.weight_limit' depends on axioms: [propext, Classical.choice, Quot.sound]
```

`damping_next_point` and `damping_widen` are the two recurrences. Each splits into points inside, at the edge of and beyond the stencil; inside, the larger number is written as a sum, which removes the natural-number subtraction before `field_simp` and `ring` finish.

`moment_zero` proves the telescoped partial sum by induction. `moment_widen` and `moment_vanish` treat the higher moments, and `weight_sum` is the balance, by induction on `p`.

In `secondDiff_exact`, `mono` evaluates the stencil on monomials, using `weight_sum` for the constant and `weight_even_power` for the other even powers. The polynomial `Q` is `P` shifted to `x`, and its coefficients are the $a_k$. After `Finset.sum_comm` exchanges the sums over grid points and powers, `Finset.sum_eq_single 2` keeps the quadratic term.

In `secondDiff_sharp`, `top` computes $M_p(p)$ by induction. `weight_limit` follows the induction on $m$ above and takes the value $\pi^2/6$ from Mathlib's `hasSum_zeta_two`.
